# A level shift s ≥ 0 in positive definite linearized coupled-cluster equations raises the energy by at most s times the squared norm of the unshifted amplitudes

Take one excited configuration, at energy $a>0$ above the reference and coupled to it by a real matrix element $b$. The linearized coupled-cluster equation for its amplitude $t$ is $b+at=0$, and the correlation energy is $bt$. A level shift $s\ge 0$ replaces $a$ by $a+s$, so the amplitude becomes $t(s)=-b/(a+s)$ and the energy $E(s)=-b^2/(a+s)$. The energy changes by

$$E(s)-E(0)=\frac{b^2}{a}-\frac{b^2}{a+s}=s\,\frac{b}{a}\,\frac{b}{a+s}=s\,t(0)\,t(s).$$

The two amplitudes have the same sign and the shifted one is no larger in magnitude, so the change lies between $0$ and $s\,t(0)^2$.

## The bound for many coupled amplitudes

With many excited configurations, $b$ becomes a real vector and $a$ a real symmetric positive definite matrix $A$. Write $I$ for the identity matrix and

$$t(s)=-(A+sI)^{-1}b,\qquad E(s)=-b^T(A+sI)^{-1}b .$$

For every $s\ge 0$,

$$0\le E(s)-E(0)\le s\,\|t(0)\|^2 .$$

Positive definiteness means that every normalised state in the excited space has an energy expectation value above the reference energy. Symmetry and invertibility alone are not enough: for a single amplitude with $a=-1$, $b=1$ and $s=2$, the energy falls from $1$ to $-1$.

The norm refers to a wavefunction with coefficient one on the reference. After normalisation of the linear wavefunction, the weight of the excited space is $\|t\|^2/(1+\|t\|^2)$.

## Shifts that stay in the converged equations

The bound matters for linearized coupled-cluster doubles and CEPA(0) calculations in which a fixed, uniform shift remains in the equations being solved, for instance as a regularizer. An unshifted solution then limits the energy error of any shift $s\ge 0$ in advance. If only the shifted solution is available, and the matrix $A$ without the shift is known to be positive definite, the lower estimate derived below says that its energy lies above the unshifted linearized energy by at least $s\,\|t(s)\|^2$.

A shift that enters only the denominators of the iterative update is a different matter. It leaves the zero-residual solution unchanged, and the converged energy carries no such error.

## From the amplitude equations to the energy bound

For $s\ge0$ the matrix $A+sI$ is positive definite and therefore invertible. The amplitudes solve $b+(A+sI)t(s)=0$, and $E(s)=b\cdot t(s)$. Projection on any vector $x$ gives

$$x\cdot b+x\cdot At(s)+s\,x\cdot t(s)=0 .$$

**Energy difference.** Take two shifts $r,s\ge0$ and put $p=t(r)$, $q=t(s)$. Project the equation at $r$ on $q$, and the equation at $s$ on $p$:

$$q\cdot b+q\cdot Ap+r\,q\cdot p=0,\qquad p\cdot b+p\cdot Aq+s\,p\cdot q=0 .$$

Since $A$ is symmetric, $q\cdot Ap=p\cdot Aq$. Subtraction leaves

$$E(s)-E(r)=(s-r)\,p\cdot q .$$

**Amplitude response.** Let $d=p-q$. Subtracting the two amplitude equations gives $(A+rI)d=(s-r)q$, hence

$$(s-r)\,d\cdot q=d\cdot Ad+r\,d\cdot d\ge0 .$$

**Two-sided estimate.** Let $0\le r\le s$. From $p\cdot q=q\cdot q+d\cdot q$ and $p\cdot p-p\cdot q=d\cdot d+d\cdot q$ it follows that

$$(s-r)\|t(s)\|^2\le E(s)-E(r)\le(s-r)\|t(r)\|^2 .$$

Setting $r=0$ gives the main bound.

**Strictness.** Let $r=0$, $s>0$ and $b\ne0$. Then $q\ne0$, because $q=0$ in its amplitude equation would give $b=0$. Also $d\ne0$, because $Ad=sq\neq0$. The energy rise is at least $s\,q\cdot q>0$, and it falls short of $s\,p\cdot p$ by at least $s\,d\cdot d>0$.

**Second order.** Keep $r=0$, so that $Ad=sq$, and put $u=A^{-1}p$ and $w=A^{-1}d$. Then $p\cdot d=u\cdot Ad=s\,u\cdot q$, and

$$E(s)-E(0)-s\,p\cdot p+s^2p\cdot u=-s\,p\cdot d+s^2u\cdot p=s^2\,u\cdot d .$$

To find the sign, use $u\cdot d=p\cdot w$ and $s\,q\cdot w=Ad\cdot w=d\cdot d$:

$$s\,u\cdot d=s\,q\cdot w+s\,d\cdot w=d\cdot d+s\,w\cdot Aw\ge0 .$$

Therefore

$$s\|t(0)\|^2-s^2\,t(0)\cdot A^{-1}t(0)\le E(s)-E(0).$$

**Best constant.** Suppose $E(s)-E(0)\le sC$ for all $s>0$. Dividing the second-order estimate by $s$ gives $\|t(0)\|^2-C\le s\,t(0)\cdot A^{-1}t(0)$, and letting $s\to0$ gives $\|t(0)\|^2\le C$. The main bound shows that $C=\|t(0)\|^2$ is allowed, so it is the smallest such constant.

## The Lean source

```lean
import Mathlib

open Matrix

namespace LevelShiftedLinearizedCC

noncomputable section

variable {n : Type*} [Fintype n] {A : Matrix n n ℝ}

/-- A real positive definite matrix can be moved from one side of a dot product to the other. -/
theorem dot_mulVec_comm (hA : A.PosDef) (x y : n → ℝ) :
    x ⬝ᵥ A *ᵥ y = y ⬝ᵥ A *ᵥ x := by
  have hT : Aᵀ = A := by
    rw [← conjTranspose_eq_transpose_of_trivial]
    exact hA.isHermitian.eq
  rw [Matrix.dotProduct_mulVec, ← Matrix.mulVec_transpose, hT, dotProduct_comm]

variable [DecidableEq n]

/-- The linearized amplitudes `t(s) = -(A + s)⁻¹ b` at level shift `s`,
for `A + s` invertible. -/
def amplitude (A : Matrix n n ℝ) (b : n → ℝ) (s : ℝ) : n → ℝ :=
  -((A + s • (1 : Matrix n n ℝ))⁻¹ *ᵥ b)

/-- The linearized correlation energy `E(s) = -bᵀ (A + s)⁻¹ b` at level shift `s`,
for `A + s` invertible. -/
def energy (A : Matrix n n ℝ) (b : n → ℝ) (s : ℝ) : ℝ :=
  -(b ⬝ᵥ (A + s • (1 : Matrix n n ℝ))⁻¹ *ᵥ b)

/-- For positive definite `A` and a shift `s ≥ 0`, the amplitudes solve the shifted
linearized equations `b + (A + s) t(s) = 0`. -/
theorem amplitude_equation (hA : A.PosDef) (b : n → ℝ) {s : ℝ} (hs : 0 ≤ s) :
    b + (A + s • (1 : Matrix n n ℝ)) *ᵥ amplitude A b s = 0 := by
  have hpos : (A + s • (1 : Matrix n n ℝ)).PosDef :=
    hA.add_posSemidef (Matrix.PosSemidef.one.smul hs)
  have hu := (Matrix.isUnit_iff_isUnit_det _).mp hpos.isUnit
  unfold amplitude
  rw [Matrix.mulVec_neg, Matrix.mulVec_mulVec, Matrix.mul_nonsing_inv _ hu,
    Matrix.one_mulVec, add_neg_cancel]

/-- The shifted amplitude equations projected on an arbitrary vector `x`,
for positive definite `A` and `s ≥ 0`. -/
theorem amplitude_projected (hA : A.PosDef) (b : n → ℝ) {s : ℝ} (hs : 0 ≤ s) (x : n → ℝ) :
    x ⬝ᵥ b + x ⬝ᵥ A *ᵥ amplitude A b s + s * (x ⬝ᵥ amplitude A b s) = 0 := by
  have h := congrArg (fun v => x ⬝ᵥ v) (amplitude_equation hA b hs)
  simp only [Matrix.add_mulVec, Matrix.smul_mulVec, Matrix.one_mulVec, dotProduct_add,
    dotProduct_smul, smul_eq_mul, dotProduct_zero] at h
  linarith

/-- For positive definite `A`, the energies at two nonnegative shifts differ by the change of
shift times the overlap of the two amplitude vectors. -/
theorem energy_sub (hA : A.PosDef) (b : n → ℝ) {r s : ℝ} (hr : 0 ≤ r) (hs : 0 ≤ s) :
    energy A b s - energy A b r = (s - r) * (amplitude A b r ⬝ᵥ amplitude A b s) := by
  have hE : ∀ u, energy A b u = amplitude A b u ⬝ᵥ b := by
    intro u
    rw [dotProduct_comm]
    unfold energy amplitude
    rw [dotProduct_neg]
  -- project each amplitude equation on the amplitudes of the other shift
  have h1 := amplitude_projected hA b hr (amplitude A b s)
  have h2 := amplitude_projected hA b hs (amplitude A b r)
  rw [dot_mulVec_comm hA, dotProduct_comm (amplitude A b s) (amplitude A b r)] at h1
  rw [hE, hE]
  linear_combination h1 - h2

/-- For positive definite `A` and nonnegative shifts, the change of the amplitudes from `s` to `r`,
multiplied by `s - r`, has nonnegative overlap with the amplitudes at `s`. -/
theorem amplitude_response (hA : A.PosDef) (b : n → ℝ) {r s : ℝ} (hr : 0 ≤ r) (hs : 0 ≤ s) :
    0 ≤ (s - r) * ((amplitude A b r - amplitude A b s) ⬝ᵥ amplitude A b s) := by
  set p := amplitude A b r
  set q := amplitude A b s
  have hp : (p - q) ⬝ᵥ b + (p - q) ⬝ᵥ A *ᵥ p + r * ((p - q) ⬝ᵥ p) = 0 :=
    amplitude_projected hA b hr (p - q)
  have hq : (p - q) ⬝ᵥ b + (p - q) ⬝ᵥ A *ᵥ q + s * ((p - q) ⬝ᵥ q) = 0 :=
    amplitude_projected hA b hs (p - q)
  have hAd : (p - q) ⬝ᵥ A *ᵥ (p - q) = (p - q) ⬝ᵥ A *ᵥ p - (p - q) ⬝ᵥ A *ᵥ q := by
    rw [Matrix.mulVec_sub, dotProduct_sub]
  have hdd : (p - q) ⬝ᵥ (p - q) = (p - q) ⬝ᵥ p - (p - q) ⬝ᵥ q := dotProduct_sub _ _ _
  -- the overlap is the quadratic form of `A + r` at the difference
  have key : (s - r) * ((p - q) ⬝ᵥ q)
      = (p - q) ⬝ᵥ A *ᵥ (p - q) + r * ((p - q) ⬝ᵥ (p - q)) := by
    linear_combination hq - hp - hAd - r * hdd
  have h1 : 0 ≤ (p - q) ⬝ᵥ A *ᵥ (p - q) := by
    simpa only [star_trivial] using hA.posSemidef.dotProduct_mulVec_nonneg (p - q)
  have h2 : 0 ≤ (p - q) ⬝ᵥ (p - q) := Finset.sum_nonneg fun i _ => mul_self_nonneg _
  rw [key]
  exact add_nonneg h1 (mul_nonneg hr h2)

/-- For positive definite `A` and shifts `0 ≤ r ≤ s`, the energy rise from `r` to `s` lies between
`s - r` times the squared amplitude norm at `s` and `s - r` times that at `r`. -/
theorem energy_bounds (hA : A.PosDef) (b : n → ℝ) {r s : ℝ} (hr : 0 ≤ r) (hrs : r ≤ s) :
    (s - r) * (amplitude A b s ⬝ᵥ amplitude A b s) ≤ energy A b s - energy A b r ∧
    energy A b s - energy A b r ≤ (s - r) * (amplitude A b r ⬝ᵥ amplitude A b r) := by
  have hR := amplitude_response hA b hr (hr.trans hrs)
  rw [energy_sub hA b hr (hr.trans hrs)]
  set p := amplitude A b r
  set q := amplitude A b s
  have hdd : (p - q) ⬝ᵥ (p - q) = p ⬝ᵥ p - 2 * (p ⬝ᵥ q) + q ⬝ᵥ q := by
    rw [dotProduct_sub, sub_dotProduct, sub_dotProduct, dotProduct_comm q p]
    ring
  have h2 : 0 ≤ (p - q) ⬝ᵥ (p - q) := Finset.sum_nonneg fun i _ => mul_self_nonneg _
  have h3 := mul_nonneg (sub_nonneg.mpr hrs) h2
  rw [hdd] at h3
  rw [sub_dotProduct] at hR
  constructor <;> nlinarith [hR, h3]

/-- For positive definite `A`, a level shift `s ≥ 0` raises the linearized energy by at most
`s` times the squared norm of the unshifted amplitudes `t = -A⁻¹ b`, and never lowers it. -/
theorem level_shift_error (hA : A.PosDef) (b : n → ℝ) {s : ℝ} (hs : 0 ≤ s) :
    0 ≤ energy A b s - energy A b 0 ∧
    energy A b s - energy A b 0 ≤ s * (-(A⁻¹ *ᵥ b) ⬝ᵥ -(A⁻¹ *ᵥ b)) := by
  have h := energy_bounds hA b le_rfl hs
  have h0 : amplitude A b 0 = -(A⁻¹ *ᵥ b) := by
    unfold amplitude
    rw [zero_smul, add_zero]
  have hq : 0 ≤ amplitude A b s ⬝ᵥ amplitude A b s :=
    Finset.sum_nonneg fun i _ => mul_self_nonneg _
  rw [sub_zero, h0] at h
  exact ⟨(mul_nonneg hs hq).trans h.1, h.2⟩

/-- For positive definite `A`, nonzero coupling `b` and `s > 0`, the energy rise is strictly
positive and strictly below `s` times the squared norm of the unshifted amplitudes. -/
theorem level_shift_error_strict (hA : A.PosDef) {b : n → ℝ} (hb : b ≠ 0) {s : ℝ} (hs : 0 < s) :
    0 < energy A b s - energy A b 0 ∧
    energy A b s - energy A b 0 < s * (amplitude A b 0 ⬝ᵥ amplitude A b 0) := by
  have pos : ∀ x : n → ℝ, x ≠ 0 → 0 < x ⬝ᵥ x := fun x hx =>
    lt_of_le_of_ne (Finset.sum_nonneg fun i _ => mul_self_nonneg _)
      (Ne.symm (mt dotProduct_self_eq_zero.mp hx))
  have heq := amplitude_equation hA b hs.le
  have h0 := amplitude_projected hA b le_rfl (amplitude A b s)
  have h1 := amplitude_projected hA b hs.le (amplitude A b s)
  have hR := amplitude_response hA b le_rfl hs.le
  have hL := (energy_bounds hA b le_rfl hs.le).1
  have hE := energy_sub hA b le_rfl hs.le
  set p := amplitude A b 0
  set q := amplitude A b s
  have hq : q ≠ 0 := by
    intro h
    rw [h, Matrix.mulVec_zero, add_zero] at heq
    exact hb heq
  have hqq := mul_pos hs (pos q hq)
  -- equal amplitudes at both shifts would force `s q·q = 0`
  have hd : p - q ≠ 0 := by
    intro h
    rw [sub_eq_zero.mp h] at h0
    linarith
  have hdd : (p - q) ⬝ᵥ (p - q) = p ⬝ᵥ p - 2 * (p ⬝ᵥ q) + q ⬝ᵥ q := by
    rw [dotProduct_sub, sub_dotProduct, sub_dotProduct, dotProduct_comm q p]
    ring
  have h3 := mul_pos hs (pos _ hd)
  rw [hdd] at h3
  rw [sub_dotProduct] at hR
  constructor <;> nlinarith [hR, h3, hL, hE, hqq]

/-- For positive definite `A` and `s ≥ 0`, the energy rise falls short of `s t·t` by at most
`s² t·A⁻¹t`, where `t` is the unshifted amplitude vector. -/
theorem level_shift_second_order (hA : A.PosDef) (b : n → ℝ) {s : ℝ} (hs : 0 ≤ s) :
    s * (amplitude A b 0 ⬝ᵥ amplitude A b 0)
      - s ^ 2 * (amplitude A b 0 ⬝ᵥ A⁻¹ *ᵥ amplitude A b 0)
      ≤ energy A b s - energy A b 0 := by
  have hinv : ∀ x : n → ℝ, A *ᵥ (A⁻¹ *ᵥ x) = x := fun x => by
    rw [Matrix.mulVec_mulVec,
      Matrix.mul_nonsing_inv _ ((Matrix.isUnit_iff_isUnit_det _).mp hA.isUnit),
      Matrix.one_mulVec]
  have hE := energy_sub hA b le_rfl hs
  have hx : ∀ x, x ⬝ᵥ A *ᵥ (amplitude A b 0 - amplitude A b s)
      = s * (x ⬝ᵥ amplitude A b s) := fun x => by
    rw [Matrix.mulVec_sub, dotProduct_sub]
    linear_combination amplitude_projected hA b le_rfl x - amplitude_projected hA b hs x
  set p := amplitude A b 0
  set q := amplitude A b s
  have hu := hinv p
  set u := A⁻¹ *ᵥ p
  obtain ⟨w, hw⟩ : ∃ w, A *ᵥ w = p - q := ⟨_, hinv _⟩
  have h1 : (p - q) ⬝ᵥ p = s * (u ⬝ᵥ q) := by
    rw [← hx u, dot_mulVec_comm hA u (p - q), hu]
  have h2 : (p - q) ⬝ᵥ (p - q) = s * (w ⬝ᵥ q) := by
    rw [← hx w, dot_mulVec_comm hA w (p - q), hw]
  have h3 : u ⬝ᵥ (p - q) = w ⬝ᵥ p := by
    rw [← hw, dot_mulVec_comm hA u w, hu]
  have h4 : 0 ≤ w ⬝ᵥ (p - q) := by
    have h := hA.posSemidef.dotProduct_mulVec_nonneg w
    rwa [star_trivial, hw] at h
  have h5 : 0 ≤ (p - q) ⬝ᵥ (p - q) := Finset.sum_nonneg fun i _ => mul_self_nonneg _
  have e1 : w ⬝ᵥ (p - q) = w ⬝ᵥ p - w ⬝ᵥ q := dotProduct_sub _ _ _
  have e2 : u ⬝ᵥ (p - q) = u ⬝ᵥ p - u ⬝ᵥ q := dotProduct_sub _ _ _
  have e3 : (p - q) ⬝ᵥ p = p ⬝ᵥ p - q ⬝ᵥ p := sub_dotProduct _ _ _
  -- the remainder is a sum of two nonnegative quadratic forms
  have key : s * (u ⬝ᵥ (p - q)) = s * (w ⬝ᵥ (p - q)) + (p - q) ⬝ᵥ (p - q) := by
    linear_combination s * h3 - s * e1 - h2
  have hpos : 0 ≤ s * (s * (u ⬝ᵥ (p - q))) := by
    rw [key]
    exact mul_nonneg hs (add_nonneg (mul_nonneg hs h4) h5)
  have hrem : energy A b s - energy A b 0 - (s * (p ⬝ᵥ p) - s ^ 2 * (p ⬝ᵥ u))
      = s * (s * (u ⬝ᵥ (p - q))) := by
    linear_combination hE + s * e3 - s * h1 - s * dotProduct_comm q p - s ^ 2 * e2
      + s ^ 2 * dotProduct_comm p u
  linarith

/-- For positive definite `A`, any constant `C` that bounds the energy rise by `s C` for all
shifts `s > 0` is at least the squared norm of the unshifted amplitudes. -/
theorem level_shift_constant_sharp (hA : A.PosDef) (b : n → ℝ) {C : ℝ}
    (hC : ∀ s : ℝ, 0 < s → energy A b s - energy A b 0 ≤ s * C) :
    amplitude A b 0 ⬝ᵥ amplitude A b 0 ≤ C := by
  by_contra hlt
  have hgap := sub_pos.mpr (not_le.mp hlt)
  have h2 := fun (s : ℝ) (hs : 0 < s) =>
    (level_shift_second_order hA b hs.le).trans (hC s hs)
  set N := amplitude A b 0 ⬝ᵥ amplitude A b 0
  set k := amplitude A b 0 ⬝ᵥ A⁻¹ *ᵥ amplitude A b 0
  have hk : 0 < |k| + 1 := by positivity
  -- a shift so small that the second-order term cannot close the gap
  obtain ⟨s, hs, hsk⟩ : ∃ s : ℝ, 0 < s ∧ s * (|k| + 1) = N - C :=
    ⟨(N - C) / (|k| + 1), div_pos hgap hk, div_mul_cancel₀ _ hk.ne'⟩
  have h3 : s * k ≤ s * |k| := mul_le_mul_of_nonneg_left (le_abs_self k) hs.le
  have h4 : 0 < N - C - s * k := by linarith
  have h5 := mul_pos hs h4
  have h6 := h2 s hs
  nlinarith [h5, h6]

end

end LevelShiftedLinearizedCC
```

```lean
#print axioms LevelShiftedLinearizedCC.level_shift_error
-- 'LevelShiftedLinearizedCC.level_shift_error' depends on axioms: [propext, Classical.choice, Quot.sound]
#print axioms LevelShiftedLinearizedCC.level_shift_error_strict
-- 'LevelShiftedLinearizedCC.level_shift_error_strict' depends on axioms: [propext, Classical.choice, Quot.sound]
#print axioms LevelShiftedLinearizedCC.level_shift_constant_sharp
-- 'LevelShiftedLinearizedCC.level_shift_constant_sharp' depends on axioms: [propext, Classical.choice, Quot.sound]
```

## What the theorems establish, and for which equations

The finite type `n` labels the excited configurations. `A.PosDef` contains both symmetry and positivity, `⬝ᵥ` is the dot product, `*ᵥ` applies a matrix to a vector, and `s • 1` is the uniform shift. The definitions `amplitude` and `energy` are the formulas for $t(s)$ and $E(s)$ above. `level_shift_error` is the main bound, with the unshifted amplitudes written out as `-(A⁻¹ *ᵥ b)`; the later theorems call the same vector `amplitude A b 0`.

The proof follows the derivation closely:

- `amplitude_equation` obtains invertibility from positive definiteness, and `amplitude_projected` takes the dot product with `x`.
- `energy_sub` uses `dot_mulVec_comm` for the symmetry of $A$. Its final `linear_combination h1 - h2` is the subtraction of the two cross-projections.
- `amplitude_response` projects both equations on $d$ and identifies the result, in `key`, with the quadratic form of $A+rI$.
- `energy_bounds` expands $d\cdot d$ and leaves the two inequalities to `nlinarith`. `level_shift_error` sets $r=0$.
- `level_shift_error_strict` shows that $q$ and $d$ are nonzero before combining the same inequalities.
- `level_shift_second_order` introduces $u$ and $w$; `key` and `hrem` are the two displayed identities for the remainder.
- `level_shift_constant_sharp` replaces the limit by a contradiction. If $C$ were too small, the explicit shift $s=(N-C)/(|k|+1)$, with $N=\|t(0)\|^2$ and $k=t(0)\cdot A^{-1}t(0)$, would violate the assumed bound, by the second-order estimate.

The step left to the user is the identification of `A` and `b` with the quantities in a program. For linearized doubles equations, $A$ is the Hamiltonian block over the excited configurations minus the reference energy, and $b$ holds their couplings to the reference. The configurations must be orthonormal and each counted once, since both the shift and the norm use the identity matrix as metric. In a nonorthogonal basis, a uniform energy shift would involve the overlap matrix instead.

Positive definiteness is assumed, and it fails when some state in the excited space has an energy expectation value at or below the reference energy. The theorems concern exact solutions over the real numbers: they include no residual left by an unconverged solver and no rounding error. They also say nothing about the nonlinear coupled-cluster equations, about linearized equations whose matrix is not symmetric, or about shifts that differ from one amplitude to another.
